# Spin couplings of 2n electrons counted one by one and by triplet pairs

Take \(2n\) singly occupied orbitals. Their spins can be coupled to total spin \(S\) one electron at a time, or first in pairs, each a singlet or a triplet, with the triplets then coupled as spins 1. Do both schemes give the same number of multiplets?

Let \(f(2n,2S)\) count the \(2n\)-step walks from 0 to \(2S\) that move by \(\pm1\) and never go below zero. Let \(g(j,S)\) count the couplings of \(j\) spins 1, one after another, to \(S\) by the Clebsch-Gordan rule. Then

\[ f(2n,2S)=\sum_{j=0}^{n}\binom nj\,g(j,S), \]

where \(j\) is the number of triplet pairs and \(\binom nj\) chooses which pairs they are. For four electrons and \(S=1\), this reads \(3=1\cdot0+2\cdot1+1\cdot1\).

## Array sizes in a pair-coupled spin basis

A code that converts between one-by-one and pair-coupled spin functions needs equal dimensions on both sides. The identity gives that check for a fixed set of singly occupied orbitals; it counts multiplets, not their \(2S+1\) components or the spatial configurations.

## Two spins 1/2 as a singlet or a triplet

Double all spins, so that they are natural numbers. Let \(u(a)\) be the multiplicity of doubled spin \(a\), and let \(A_d u\) be the table after one more doubled spin \(d\) is coupled. For \(d=1\) and \(c\ge0\),

\[ (A_1u)(0)=u(1),\qquad (A_1u)(c+1)=u(c)+u(c+2). \]

For \(d=2\),

\[ (A_2u)(0)=u(2),\qquad (A_2u)(1)=u(1)+u(3), \]
\[ (A_2u)(c+2)=u(c)+u(c+2)+u(c+4). \]

Applying \(A_1\) twice gives

\[ (A_1^2u)(0)=u(0)+u(2),\qquad (A_1^2u)(1)=2u(1)+u(3), \]
\[ (A_1^2u)(c+2)=u(c)+2u(c+2)+u(c+4). \]

In every case \(A_1^2u=u+A_2u\): the singlet leaves the table alone, and the triplet adds a spin 1.

Fix a starting spin of any size, called the core. Let \(F_N\) be the table after \(N\) spins 1/2 are added to it, and \(G_j\) the table after \(j\) spins 1 are added to it instead. Then \(F_0=G_0\). If the identity holds for \(n\), linearity of \(A_2\) gives

\[ F_{2n+2}=F_{2n}+A_2F_{2n}
=\sum_{j=0}^{n}\binom nj G_j+\sum_{j=0}^{n}\binom nj G_{j+1}
=\sum_{j=0}^{n+1}\binom{n+1}{j}G_j, \]

by Pascal's rule. A core of spin 0 gives the stated result. For \(2n+1\) electrons, the first one serves as a core of spin 1/2.

The relation can be inverted:

\[ G_n=\sum_{j=0}^{n}(-1)^{n+j}\binom nj F_{2j}. \]

To see this by induction, note that Pascal's rule gives \(F_{2m+2}-F_{2m}=\sum_{j=0}^{m}\binom mj G_{j+1}\). The inverse formula at \(n\), applied to this shifted sequence, yields

\[ G_{n+1}=\sum_{j=0}^{n}(-1)^{n+j}\binom nj\,(F_{2j+2}-F_{2j}). \]

Collecting the coefficient of each \(F_{2j}\) by Pascal's rule gives the formula at \(n+1\).

The floor at zero matters. Without it, two steps return to 0 in two ways, up-down and down-up, while the right-hand side for \(n=1\), \(S=0\) is \(1+0=1\).

## The Lean file

```lean
import Mathlib

namespace PairCoupling

/-- The doubled spins `a` that can be coupled with a doubled spin `d` to the doubled total
spin `c` by the Clebsch-Gordan rule: triangle inequalities and an integer sum of spins. -/
def allowed (d c : ℕ) : Finset ℕ :=
  (Finset.range (c + d + 1)).filter
    (fun a => a ≤ d + c ∧ d ≤ a + c ∧ c ≤ a + d ∧ (a + d + c) % 2 = 0)

/-- If `u a` is the multiplicity of doubled spin `a`, then `addSpin d u c` is the multiplicity
of doubled spin `c` after one more particle of doubled spin `d` has been coupled. -/
def addSpin (d : ℕ) (u : ℕ → ℕ) (c : ℕ) : ℕ := ∑ a ∈ allowed d c, u a

/-- The number of ways to couple `N` particles of doubled spin `d`, one after another, to a core
of doubled spin `s` so that the doubled total spin is the last argument. -/
def couplings (d s : ℕ) : ℕ → ℕ → ℕ
  | 0 => fun c => if c = s then 1 else 0
  | N + 1 => addSpin d (couplings d s N)

/-- Adding a spin 1/2 moves the doubled total spin by one unit up or down and never below zero:
this is the step rule of the branching diagram. -/
theorem addSpin_half (u : ℕ → ℕ) :
    addSpin 1 u 0 = u 1 ∧ ∀ c, addSpin 1 u (c + 1) = u c + u (c + 2) := by
  constructor
  · have h : allowed 1 0 = {1} := by
      ext a
      simp only [allowed, Finset.mem_filter, Finset.mem_range, Finset.mem_singleton]
      omega
    rw [addSpin, h, Finset.sum_singleton]
  · intro c
    have h : allowed 1 (c + 1) = {c, c + 2} := by
      ext a
      simp only [allowed, Finset.mem_filter, Finset.mem_range, Finset.mem_insert,
        Finset.mem_singleton]
      omega
    rw [addSpin, h, Finset.sum_pair (show c ≠ c + 2 by omega)]

/-- Adding two spins 1/2 one by one gives the same multiplicities as adding them as a pair,
which is either a singlet (total spin unchanged) or a triplet (one spin 1 added). -/
theorem two_halves_eq_singlet_add_triplet (u : ℕ → ℕ) (c : ℕ) :
    addSpin 1 (addSpin 1 u) c = u c + addSpin 2 u c := by
  have up := fun v : ℕ → ℕ => (addSpin_half v).2
  have low := fun v : ℕ → ℕ => (addSpin_half v).1
  match c with
  | 0 =>
    have h : allowed 2 0 = {2} := by
      ext a
      simp only [allowed, Finset.mem_filter, Finset.mem_range, Finset.mem_singleton]
      omega
    have h1 : addSpin 1 u 1 = u 0 + u 2 := up u 0
    have h2 : addSpin 2 u 0 = u 2 := by rw [addSpin, h, Finset.sum_singleton]
    rw [low, h1, h2]
  | 1 =>
    have h : allowed 2 1 = {1, 3} := by
      ext a
      simp only [allowed, Finset.mem_filter, Finset.mem_range, Finset.mem_insert,
        Finset.mem_singleton]
      omega
    have h1 : addSpin 1 (addSpin 1 u) 1 = addSpin 1 u 0 + addSpin 1 u 2 := up _ 0
    have h2 : addSpin 1 u 2 = u 1 + u 3 := up u 1
    have h3 : addSpin 2 u 1 = u 1 + u 3 := by
      rw [addSpin, h, Finset.sum_pair (show (1 : ℕ) ≠ 3 by omega)]
    rw [h1, h2, h3, low]
  | c + 2 =>
    have h : allowed 2 (c + 2) = {c, c + 2, c + 4} := by
      ext a
      simp only [allowed, Finset.mem_filter, Finset.mem_range, Finset.mem_insert,
        Finset.mem_singleton]
      omega
    have h1 : addSpin 1 (addSpin 1 u) (c + 2) = addSpin 1 u (c + 1) + addSpin 1 u (c + 3) :=
      up _ (c + 1)
    have h2 : addSpin 1 u (c + 3) = u (c + 2) + u (c + 4) := up u (c + 2)
    have h3 : addSpin 2 u (c + 2) = u c + (u (c + 2) + u (c + 4)) := by
      rw [addSpin, h, Finset.sum_insert (show c ∉ ({c + 2, c + 4} : Finset ℕ) by simp),
        Finset.sum_pair (show c + 2 ≠ c + 4 by omega)]
    rw [h1, h2, h3, up u c]
    ring

/-- Coupling one more spin acts linearly on weighted sums of multiplicity tables. -/
theorem addSpin_sum (d : ℕ) (w : ℕ → ℕ) (g : ℕ → ℕ → ℕ) (n c : ℕ) :
    addSpin d (fun a => ∑ j ∈ Finset.range (n + 1), w j * g j a) c
      = ∑ j ∈ Finset.range (n + 1), w j * addSpin d (g j) c := by
  simp only [addSpin, Finset.mul_sum]
  exact Finset.sum_comm

/-- Pascal's rule for binomial sums: the last of `n + 1` pairs either leaves the index `j`
unchanged or raises it by one. -/
theorem pascal_sum {R : Type*} [CommSemiring R] (n : ℕ) (x : ℕ → R) :
    ∑ j ∈ Finset.range (n + 1 + 1), ((n + 1).choose j : R) * x j
      = ∑ j ∈ Finset.range (n + 1), (n.choose j : R) * x j
        + ∑ j ∈ Finset.range (n + 1), (n.choose j : R) * x (j + 1) := by
  have h : ∑ j ∈ Finset.range (n + 1), (n.choose j : R) * x j
      = ∑ j ∈ Finset.range (n + 1), (n.choose (j + 1) : R) * x (j + 1) + x 0 := by
    have e1 := Finset.sum_range_succ (fun j => (n.choose j : R) * x j) (n + 1)
    have e2 := Finset.sum_range_succ' (fun j => (n.choose j : R) * x j) (n + 1)
    rw [e1] at e2
    simp only [Nat.choose_succ_self, Nat.cast_zero, zero_mul, add_zero,
      Nat.choose_zero_right, Nat.cast_one, one_mul] at e2
    exact e2
  rw [Finset.sum_range_succ' _ (n + 1), h]
  simp only [Nat.choose_succ_succ', Nat.cast_add, add_mul, Finset.sum_add_distrib,
    Nat.choose_zero_right, Nat.cast_one, one_mul]
  ring

/-- The number of ways to couple `2n` spins 1/2 one by one to a core of any spin equals the sum,
over the number `j` of triplet pairs, of the choices of these pairs times the number of ways to
couple `j` spins 1 to the same core, at every total spin. -/
theorem one_by_one_eq_pair_coupled (s n c : ℕ) :
    couplings 1 s (2 * n) c
      = ∑ j ∈ Finset.range (n + 1), n.choose j * couplings 2 s j c := by
  induction n generalizing c with
  | zero => simp [couplings]
  | succ n ih =>
    have hf : couplings 1 s (2 * n)
        = fun a => ∑ j ∈ Finset.range (n + 1), n.choose j * couplings 2 s j a := funext ih
    -- a triplet pair raises the number of spins 1 by one
    have ht : addSpin 2 (couplings 1 s (2 * n)) c
        = ∑ j ∈ Finset.range (n + 1), n.choose j * couplings 2 s (j + 1) c := by
      rw [hf]
      exact addSpin_sum 2 n.choose (couplings 2 s) n c
    have hp := pascal_sum n (fun j => couplings 2 s j c)
    simp only [Nat.cast_id] at hp
    calc couplings 1 s (2 * (n + 1)) c
        = addSpin 1 (addSpin 1 (couplings 1 s (2 * n))) c := rfl
      _ = couplings 1 s (2 * n) c + addSpin 2 (couplings 1 s (2 * n)) c :=
          two_halves_eq_singlet_add_triplet _ c
      _ = _ := by rw [ht, ih c]; exact hp.symm

/-- For `2n` electrons, the number of branching-diagram paths to total spin `S` is the sum over
`j` of `C(n,j)` times the number of couplings of `j` spins 1 to `S`. -/
theorem even_electrons (n S : ℕ) :
    couplings 1 0 (2 * n) (2 * S)
      = ∑ j ∈ Finset.range (n + 1), n.choose j * couplings 2 0 j (2 * S) :=
  one_by_one_eq_pair_coupled 0 n (2 * S)

/-- For `2n + 1` electrons, the number of branching-diagram paths to doubled total spin `c` is
the sum over `j` of `C(n,j)` times the number of couplings of `j` spins 1 to one spin 1/2. -/
theorem odd_electrons (n c : ℕ) :
    couplings 1 0 (2 * n + 1) c
      = ∑ j ∈ Finset.range (n + 1), n.choose j * couplings 2 1 j c := by
  -- the first electron serves as a core of spin 1/2
  have core : ∀ N, couplings 1 0 (N + 1) = couplings 1 1 N := by
    intro N
    induction N with
    | zero =>
      funext c
      match c with
      | 0 =>
        change addSpin 1 (couplings 1 0 0) 0 = couplings 1 1 0 0
        rw [(addSpin_half _).1]
        simp [couplings]
      | c + 1 =>
        change addSpin 1 (couplings 1 0 0) (c + 1) = couplings 1 1 0 (c + 1)
        rw [(addSpin_half _).2]
        simp [couplings]
    | succ N ih =>
      change addSpin 1 (couplings 1 0 (N + 1)) = addSpin 1 (couplings 1 1 N)
      rw [ih]
  rw [core]
  exact one_by_one_eq_pair_coupled 1 n c

/-- Binomial inversion: a sequence is recovered from its binomial sums by the same sums with
alternating signs. -/
theorem binomial_inversion (g h : ℕ → ℤ)
    (H : ∀ n, h n = ∑ j ∈ Finset.range (n + 1), (n.choose j : ℤ) * g j) (n : ℕ) :
    g n = ∑ j ∈ Finset.range (n + 1), (n.choose j : ℤ) * ((-1) ^ (n + j) * h j) := by
  induction n generalizing g h with
  | zero => simp [H 0]
  | succ n ih =>
    -- differences of `h` are the binomial sums of the shifted sequence
    have H' : ∀ m, h (m + 1) - h m
        = ∑ j ∈ Finset.range (m + 1), (m.choose j : ℤ) * g (j + 1) := by
      intro m
      rw [H (m + 1), H m, pascal_sum m g]
      ring
    have key := ih (fun j => g (j + 1)) (fun m => h (m + 1) - h m) H'
    have P := pascal_sum n (fun j => (-1 : ℤ) ^ (n + 1 + j) * h j)
    refine key.trans (Eq.trans ?_ P.symm)
    rw [← Finset.sum_add_distrib]
    refine Finset.sum_congr rfl fun j _ => ?_
    simp only [pow_add, pow_one]
    ring

/-- The number of ways to couple `n` spins 1 to a core is an alternating binomial sum of the
numbers of ways to couple `2j` spins 1/2 to the same core, at every total spin. -/
theorem spin_one_from_spin_half (s n c : ℕ) :
    (couplings 2 s n c : ℤ)
      = ∑ j ∈ Finset.range (n + 1),
          (n.choose j : ℤ) * ((-1) ^ (n + j) * (couplings 1 s (2 * j) c : ℤ)) :=
  binomial_inversion (fun j => (couplings 2 s j c : ℤ))
    (fun j => (couplings 1 s (2 * j) c : ℤ))
    (fun m => by exact_mod_cast one_by_one_eq_pair_coupled s m c) n

end PairCoupling
```

```lean
#print axioms PairCoupling.one_by_one_eq_pair_coupled
-- 'PairCoupling.one_by_one_eq_pair_coupled' depends on axioms: [propext, Classical.choice, Quot.sound]
#print axioms PairCoupling.even_electrons
-- 'PairCoupling.even_electrons' depends on axioms: [propext, Classical.choice, Quot.sound]
#print axioms PairCoupling.odd_electrons
-- 'PairCoupling.odd_electrons' depends on axioms: [propext, Classical.choice, Quot.sound]
#print axioms PairCoupling.spin_one_from_spin_half
-- 'PairCoupling.spin_one_from_spin_half' depends on axioms: [propext, Classical.choice, Quot.sound]
```

## What is counted, and how the proof runs

`couplings d s N c` is the number of ways to add `N` particles of doubled spin `d` to a core of doubled spin `s` and reach doubled total spin `c`. Thus \(f(2n,2S)\) is `couplings 1 0 (2 * n) (2 * S)` and \(g(j,S)\) is `couplings 2 0 j (2 * S)`, with `S` a natural number. `even_electrons` states the identity for all `n` and `S`, including zero. Walks are not a separate Lean type: `addSpin_half` shows that the recursion follows their step rule.

`two_halves_eq_singlet_add_triplet` proves \(A_1^2u=u+A_2u\) in the three cases above; `omega` settles which intermediate spins are allowed. `addSpin_sum` supplies linearity and `pascal_sum` the binomial step. `one_by_one_eq_pair_coupled` combines them by induction on `n`, for all `c` at once, because coupling a spin mixes neighbouring entries of the table. `odd_electrons` moves the first electron into the core. `binomial_inversion` works over the integers because of the signs, and `spin_one_from_spin_half` applies it to the tables.

The theorems concern multiplicities obtained from the Clebsch-Gordan selection rule, which enters as a definition. They construct no spin eigenfunctions, coupling coefficients or transformation matrix between the two bases, so a code's phases and ordering need their own tests.
